# The Largest-Trace Rotation Between Two Unit Vectors That Are Not Antiparallel

A molecular fragment has a bond along the unit vector a, and it must be turned so that the bond points along the unit vector b. Many rotations do this, since any further turn about b leaves the bond in place. Which one turns the fragment least?

A rotation Q by an angle θ between 0 and π has tr Q = 1 + 2 cos θ, so the smallest angle means the largest trace. Write c = a·b, assume c ≠ −1, and let K be the matrix with Kv = (a × b) × v. The answer is

R = 1 + K + K²/(1 + c),

where 1 is the identity matrix. R is a rotation with Ra = b and tr R = 1 + 2c, and every other rotation taking a to b has a smaller trace. Unlike the matrix in the usual axis–angle formula, K is built from a × b itself, not from a unit axis.

## Derivation from the double cross product

**R takes a to b.** Since Kv = (a·v)b − (b·v)a, we have Ka = b − ca and Kb = cb − a. Hence

K²a = Kb − cKa = −(1 − c²)a,
Ra = a + (b − ca) − (1 − c)a = b.

**R is a rotation.** Put w = a × b and s = 1/(1 + c), so that |w|² = 1 − c² and s|w|² = 1 − c. From Kᵀ = −K and K³ = −|w|²K,

RᵀR = (1 + sK²)² − K² = 1 + (2s − 1 − s²|w|²)K² = 1,

because 2s − 1 and s²|w|² both equal (1 − c)/(1 + c). The eigenvalues of K are 0 and ±i|w|, so those of R are 1 and c ± i|w|. Therefore

det R = c² + |w|² = 1,
tr R = 1 + 2c.

**No rotation does better.** Let Q be a rotation, t = tr Q and q = a·Qa. Its adjugate is Qᵀ, so the Cayley–Hamilton theorem gives

Q² = tQ − t1 + Qᵀ.

Define m = Qa + Qᵀa + (1 − t)a. The cross term is Qᵀa·Qa = a·Q²a = tq − t + q, and so

|m|² = 2 + (1 − t)² + 2(tq − t + q) + 4(1 − t)q = (3 − t)(1 + 2q − t).

For orthogonal Q and R, the sum of the squared entries of Q − R is 6 − 2 tr(RᵀQ). With the identity in place of R this gives t ≤ 3, with equality only for Q = 1. If t < 3, then |m|² ≥ 0 forces t ≤ 1 + 2q; if t = 3, then q = 1 and both sides are 3. When Qa = b, q = c.

**Only R attains the bound.** If Qa = b and t = 1 + 2c, then m = 0. Applying Q to m = 0 gives Qb = 2cb − a. Since K = baᵀ − abᵀ,

tr(KQ) = a·Qb − b·Qa = 2c² − 2,
tr(K²Q) = c(a·Qb + b·Qa) − b·Qb − a·Qa = −2c(1 − c²),
tr(RᵀQ) = t − tr(KQ) + s tr(K²Q) = 1 + 2c + 2 − 2c² − 2c(1 − c) = 3.

The squared distance between Q and R is then zero, so Q = R.

## Rotations as real 3×3 matrices in Lean

Vectors are functions `Fin 3 → ℝ` with components numbered 0, 1, 2. The symbols `⬝ᵥ`, `⨯₃` and `*ᵥ` denote the dot product, the cross product and a matrix acting on a column vector.

```lean
import Mathlib

open Matrix

namespace MinimalAligningRotation

noncomputable section
```

Determinant one excludes reflections.

```lean
/-- A rotation of three-dimensional space: a real orthogonal matrix of determinant one. -/
def IsRotation (Q : Matrix (Fin 3) (Fin 3) ℝ) : Prop := Qᵀ * Q = 1 ∧ Q.det = 1
```

The next definitions are K for a general vector, then R, then m. The name `axisPart` reflects that, for a rotation, m lies along the rotation axis.

```lean
/-- The cross-product matrix of a vector `w`. -/
def crossMat (w : Fin 3 → ℝ) : Matrix (Fin 3) (Fin 3) ℝ :=
  !![0, -w 2, w 1; w 2, 0, -w 0; -w 1, w 0, 0]

/-- The aligning matrix `1 + K + K² / (1 + a·b)`, with `K` the cross-product matrix of `a × b`,
for vectors with `a·b ≠ -1`. -/
def alignRotation (a b : Fin 3 → ℝ) : Matrix (Fin 3) (Fin 3) ℝ :=
  1 + crossMat (a ⨯₃ b) + (1 + a ⬝ᵥ b)⁻¹ • (crossMat (a ⨯₃ b) * crossMat (a ⨯₃ b))

/-- The vector `Q a + Qᵀ a + (1 - tr Q) a` built from a matrix `Q` and a vector `a`. -/
def axisPart (Q : Matrix (Fin 3) (Fin 3) ℝ) (a : Fin 3 → ℝ) : Fin 3 → ℝ :=
  Q *ᵥ a + Qᵀ *ᵥ a + (1 - Q.trace) • a
```

Two componentwise checks confirm that the explicit matrix acts as a cross product and obeys the double-product rule.

```lean
/-- The cross-product matrix of `w` acts on a vector `v` as `w × v`. -/
theorem crossMat_mulVec (w v : Fin 3 → ℝ) : crossMat w *ᵥ v = w ⨯₃ v := by
  ext i
  fin_cases i <;>
    simp [crossMat, cross_apply, Matrix.mulVec, dotProduct, Fin.sum_univ_three] <;> ring

/-- The double cross product: `(a × b) × v = (a·v) b - (b·v) a`, in matrix form. -/
theorem crossMat_cross_mulVec (a b v : Fin 3 → ℝ) :
    crossMat (a ⨯₃ b) *ᵥ v = (a ⬝ᵥ v) • b - (b ⬝ᵥ v) • a := by
  ext i
  fin_cases i <;>
    simp [crossMat, cross_apply, Matrix.mulVec, dotProduct, Fin.sum_univ_three] <;> ring
```

The distance argument follows: a vanishing sum of squares makes every entry of Q − R vanish.

```lean
/-- For orthogonal 3×3 matrices `Q` and `R` the overlap `tr (Rᵀ Q)` is at most 3, and it equals 3
only if `Q = R`. -/
theorem overlap_le_three {Q R : Matrix (Fin 3) (Fin 3) ℝ} (hQ : Qᵀ * Q = 1) (hR : Rᵀ * R = 1) :
    (Rᵀ * Q).trace ≤ 3 ∧ ((Rᵀ * Q).trace = 3 → Q = R) := by
  -- the squared Frobenius distance is 6 - 2 tr (Rᵀ Q)
  have key : ∑ i, ∑ j, (Q i j - R i j) ^ 2 = 6 - 2 * (Rᵀ * Q).trace := by
    have hq : (Qᵀ * Q).trace = 3 := by rw [hQ]; simp
    have hr : (Rᵀ * R).trace = 3 := by rw [hR]; simp
    simp only [Matrix.trace_fin_three, Matrix.mul_apply, Matrix.transpose_apply,
      Fin.sum_univ_three] at hq hr ⊢
    linear_combination hq + hr
  have hpos : 0 ≤ ∑ i, ∑ j, (Q i j - R i j) ^ 2 :=
    Finset.sum_nonneg fun i _ => Finset.sum_nonneg fun j _ => sq_nonneg _
  refine ⟨by linarith, fun h => ?_⟩
  have h0 : ∑ i, ∑ j, (Q i j - R i j) ^ 2 = 0 := by rw [key, h]; norm_num
  ext i j
  have h1 : ∑ j, (Q i j - R i j) ^ 2 = 0 :=
    (Finset.sum_eq_zero_iff_of_nonneg (fun i _ =>
      Finset.sum_nonneg fun j _ => sq_nonneg (Q i j - R i j))).1 h0 i (Finset.mem_univ i)
  have h2 : (Q i j - R i j) ^ 2 = 0 :=
    (Finset.sum_eq_zero_iff_of_nonneg (fun j _ =>
      sq_nonneg (Q i j - R i j))).1 h1 j (Finset.mem_univ j)
  exact sub_eq_zero.1 (pow_eq_zero_iff two_ne_zero |>.1 h2)
```

Here `hadj` identifies the adjugate with the transpose, and `hCH` is the Cayley–Hamilton step, verified entry by entry.

```lean
/-- A rotation `Q` satisfies `Q² = (tr Q) Q - (tr Q) 1 + Qᵀ`. -/
theorem rotation_sq {Q : Matrix (Fin 3) (Fin 3) ℝ} (hQ : IsRotation Q) :
    Q * Q = Q.trace • Q - Q.trace • (1 : Matrix (Fin 3) (Fin 3) ℝ) + Qᵀ := by
  -- the adjugate of a rotation is its transpose
  have hadj : Q.adjugate = Qᵀ := by
    calc Q.adjugate = Q.adjugate * (Q * Qᵀ) := by rw [mul_eq_one_comm.1 hQ.1, mul_one]
      _ = Qᵀ := by rw [← mul_assoc, Matrix.adjugate_mul, hQ.2, one_smul, one_mul]
  have hCH : Q.adjugate = Q * Q - Q.trace • Q
      + Q.adjugate.trace • (1 : Matrix (Fin 3) (Fin 3) ℝ) := by
    rw [Matrix.adjugate_fin_three]
    ext i j
    fin_cases i <;> fin_cases j <;>
      simp [Matrix.trace_fin_three, Matrix.mul_apply, Fin.sum_univ_three] <;> ring
  rw [hadj, Matrix.trace_transpose] at hCH
  rw [hCH]
  abel
```

In the formula for |m|², `h3` is the cross term, and `linear_combination` collects the expansion.

```lean
/-- For a rotation `Q` and a unit vector `a`, the squared length of `Q a + Qᵀ a + (1 - tr Q) a`
is `(3 - tr Q) (1 + 2 a·Qa - tr Q)`. -/
theorem axisPart_sq {Q : Matrix (Fin 3) (Fin 3) ℝ} (hQ : IsRotation Q) {a : Fin 3 → ℝ}
    (ha : a ⬝ᵥ a = 1) :
    axisPart Q a ⬝ᵥ axisPart Q a = (3 - Q.trace) * (1 + 2 * (a ⬝ᵥ Q *ᵥ a) - Q.trace) := by
  have adj : ∀ (M : Matrix (Fin 3) (Fin 3) ℝ) (x y : Fin 3 → ℝ),
      (M *ᵥ x) ⬝ᵥ y = x ⬝ᵥ (Mᵀ *ᵥ y) := by
    intro M x y
    simp only [Matrix.mulVec, dotProduct, Fin.sum_univ_three, Matrix.transpose_apply]
    ring
  have h1 : (Q *ᵥ a) ⬝ᵥ (Q *ᵥ a) = 1 := by
    rw [adj, Matrix.mulVec_mulVec, hQ.1, Matrix.one_mulVec, ha]
  have h2 : (Qᵀ *ᵥ a) ⬝ᵥ (Qᵀ *ᵥ a) = 1 := by
    rw [adj, Matrix.transpose_transpose, Matrix.mulVec_mulVec, mul_eq_one_comm.1 hQ.1,
      Matrix.one_mulVec, ha]
  have hua : (Q *ᵥ a) ⬝ᵥ a = a ⬝ᵥ Q *ᵥ a := dotProduct_comm _ _
  have hav : a ⬝ᵥ (Qᵀ *ᵥ a) = a ⬝ᵥ Q *ᵥ a := by rw [← adj, hua]
  have hva : (Qᵀ *ᵥ a) ⬝ᵥ a = a ⬝ᵥ Q *ᵥ a := by rw [dotProduct_comm, hav]
  -- the cross term is the expectation value of Q²
  have h3 : (Qᵀ *ᵥ a) ⬝ᵥ (Q *ᵥ a)
      = Q.trace * (a ⬝ᵥ Q *ᵥ a) - Q.trace + a ⬝ᵥ Q *ᵥ a := by
    rw [adj, Matrix.transpose_transpose, Matrix.mulVec_mulVec, rotation_sq hQ,
      Matrix.add_mulVec, Matrix.sub_mulVec, Matrix.smul_mulVec, Matrix.smul_mulVec,
      Matrix.one_mulVec, dotProduct_add, dotProduct_sub, dotProduct_smul, dotProduct_smul,
      hav, ha, smul_eq_mul, smul_eq_mul, mul_one]
  have h4 := (dotProduct_comm (Q *ᵥ a) (Qᵀ *ᵥ a)).trans h3
  simp only [axisPart, add_dotProduct, dotProduct_add, smul_dotProduct, dotProduct_smul,
    smul_eq_mul]
  linear_combination h1 + h2 + h3 + h4 + (1 - Q.trace) * (hua + hva + hav)
    + (1 - Q.trace) ^ 2 * ha
```

The trace bound splits into the cases t < 3 and t = 3.

```lean
/-- For every rotation `Q` and every unit vector `a`, `tr Q ≤ 1 + 2 a·Qa`. -/
theorem trace_le {Q : Matrix (Fin 3) (Fin 3) ℝ} (hQ : IsRotation Q) {a : Fin 3 → ℝ}
    (ha : a ⬝ᵥ a = 1) : Q.trace ≤ 1 + 2 * (a ⬝ᵥ Q *ᵥ a) := by
  have hm : 0 ≤ axisPart Q a ⬝ᵥ axisPart Q a :=
    Finset.sum_nonneg fun i _ => mul_self_nonneg (axisPart Q a i)
  rw [axisPart_sq hQ ha] at hm
  have h3 := overlap_le_three (R := 1) hQ.1 (by simp)
  rw [Matrix.transpose_one, one_mul] at h3
  rcases h3.1.lt_or_eq with h | h
  · have := nonneg_of_mul_nonneg_right hm (sub_pos.2 h)
    linarith
  · -- trace 3 means no rotation at all
    rw [h, h3.2 h, Matrix.one_mulVec, ha]
    norm_num
```

For R itself, `generalize` replaces 1/(1 + c) by s and a × b by w. Orthogonality, determinant and trace become polynomial identities in the entries, so no eigenvalues are needed.

```lean
/-- For unit vectors with `a·b ≠ -1` the aligning matrix is a rotation of trace `1 + 2 a·b`. -/
theorem alignRotation_isRotation {a b : Fin 3 → ℝ} (ha : a ⬝ᵥ a = 1) (hb : b ⬝ᵥ b = 1)
    (hc : a ⬝ᵥ b ≠ -1) :
    IsRotation (alignRotation a b) ∧ (alignRotation a b).trace = 1 + 2 * (a ⬝ᵥ b) := by
  have hs : (1 + a ⬝ᵥ b)⁻¹ * (1 + a ⬝ᵥ b) = 1 :=
    inv_mul_cancel₀ fun h => hc (by linarith)
  have hn : (a ⨯₃ b) ⬝ᵥ (a ⨯₃ b) = 1 - (a ⬝ᵥ b) ^ 2 := by
    rw [cross_dot_cross, ha, hb, dotProduct_comm b a]; ring
  unfold alignRotation IsRotation
  generalize (1 + a ⬝ᵥ b)⁻¹ = s at hs ⊢
  generalize a ⨯₃ b = w at hn ⊢
  have hsn : s * (w ⬝ᵥ w) = 1 - a ⬝ᵥ b := by
    rw [hn]; linear_combination (1 - a ⬝ᵥ b) * hs
  have hz : 2 * s - 1 - s ^ 2 * (w ⬝ᵥ w) = 0 := by
    rw [hn]; linear_combination (1 - s * (1 - a ⬝ᵥ b)) * hs
  refine ⟨⟨?_, ?_⟩, ?_⟩
  · have h : (1 + crossMat w + s • (crossMat w * crossMat w))ᵀ
        * (1 + crossMat w + s • (crossMat w * crossMat w))
        = 1 + (2 * s - 1 - s ^ 2 * (w ⬝ᵥ w)) • (crossMat w * crossMat w) := by
      ext i j
      fin_cases i <;> fin_cases j <;>
        simp [crossMat, Matrix.mul_apply, dotProduct, Fin.sum_univ_three] <;> ring
    rw [h, hz, zero_smul, add_zero]
  · have h : (1 + crossMat w + s • (crossMat w * crossMat w)).det
        = (1 - s * (w ⬝ᵥ w)) ^ 2 + w ⬝ᵥ w := by
      rw [Matrix.det_fin_three]
      simp [crossMat, dotProduct, Fin.sum_univ_three]
      ring
    rw [h, hsn, hn]; ring
  · have h : (1 + crossMat w + s • (crossMat w * crossMat w)).trace
        = 3 - 2 * (s * (w ⬝ᵥ w)) := by
      rw [Matrix.trace_fin_three]
      simp [crossMat, dotProduct, Fin.sum_univ_three]
      ring
    rw [h, hsn]; ring
```

The image of a is computed as above, through Ka, Kb and K²a.

```lean
/-- For unit vectors with `a·b ≠ -1` the aligning matrix carries `a` to `b`. -/
theorem alignRotation_mulVec {a b : Fin 3 → ℝ} (ha : a ⬝ᵥ a = 1) (hb : b ⬝ᵥ b = 1)
    (hc : a ⬝ᵥ b ≠ -1) : alignRotation a b *ᵥ a = b := by
  have hs : (1 + a ⬝ᵥ b)⁻¹ * (1 + a ⬝ᵥ b) = 1 :=
    inv_mul_cancel₀ fun h => hc (by linarith)
  have hKa : crossMat (a ⨯₃ b) *ᵥ a = b - (a ⬝ᵥ b) • a := by
    rw [crossMat_cross_mulVec, ha, dotProduct_comm b a, one_smul]
  have hKb : crossMat (a ⨯₃ b) *ᵥ b = (a ⬝ᵥ b) • b - a := by
    rw [crossMat_cross_mulVec, hb, one_smul]
  have hKK : (crossMat (a ⨯₃ b) * crossMat (a ⨯₃ b)) *ᵥ a = (-(1 - (a ⬝ᵥ b) ^ 2)) • a := by
    rw [← Matrix.mulVec_mulVec, hKa, Matrix.mulVec_sub, Matrix.mulVec_smul, hKb, hKa]
    module
  rw [alignRotation, Matrix.add_mulVec, Matrix.add_mulVec, Matrix.one_mulVec,
    Matrix.smul_mulVec, hKK, hKa]
  ext i
  simp only [Pi.add_apply, Pi.sub_apply, Pi.smul_apply, smul_eq_mul]
  linear_combination (-(1 - a ⬝ᵥ b) * a i) * hs
```

The main theorem assumes unit length (`ha`, `hb`) and c ≠ −1 (`hc`). Its last clause covers every rotation Q with Qa = b: the trace is at most 1 + 2c, with equality exactly when Q = R. In the equality case, `hQb` is the formula for Qb and `key` expands tr(RᵀQ).

```lean
/-- For unit vectors with `a·b ≠ -1`, the matrix `1 + K + K² / (1 + a·b)` is a rotation taking `a`
to `b` with trace `1 + 2 a·b`. Every rotation taking `a` to `b` has at most this trace, and only
this one attains it. -/
theorem alignRotation_minimal {a b : Fin 3 → ℝ} (ha : a ⬝ᵥ a = 1) (hb : b ⬝ᵥ b = 1)
    (hc : a ⬝ᵥ b ≠ -1) :
    IsRotation (alignRotation a b) ∧ alignRotation a b *ᵥ a = b ∧
    (alignRotation a b).trace = 1 + 2 * (a ⬝ᵥ b) ∧
    ∀ Q : Matrix (Fin 3) (Fin 3) ℝ, IsRotation Q → Q *ᵥ a = b →
      Q.trace ≤ 1 + 2 * (a ⬝ᵥ b) ∧
      (Q.trace = 1 + 2 * (a ⬝ᵥ b) ↔ Q = alignRotation a b) := by
  obtain ⟨hR, htR⟩ := alignRotation_isRotation ha hb hc
  refine ⟨hR, alignRotation_mulVec ha hb hc, htR, fun Q hQ hab => ⟨?_, fun ht => ?_, ?_⟩⟩
  · have h := trace_le hQ ha
    rwa [hab] at h
  · -- equality forces the axis part to vanish, which fixes Q b
    have hm : axisPart Q a = 0 := by
      apply dotProduct_self_eq_zero.1
      rw [axisPart_sq hQ ha, hab, ht]; ring
    have hQQ : Q *ᵥ (Qᵀ *ᵥ a) = a := by
      rw [Matrix.mulVec_mulVec, mul_eq_one_comm.1 hQ.1, Matrix.one_mulVec]
    have h := congrArg (fun v => Q *ᵥ v) hm
    simp only [axisPart, Matrix.mulVec_add, Matrix.mulVec_smul, hQQ, hab,
      Matrix.mulVec_zero] at h
    rw [ht] at h
    have hQb : Q *ᵥ b = (2 * (a ⬝ᵥ b)) • b - a := by
      linear_combination (norm := module) h
    have hs : (1 + a ⬝ᵥ b)⁻¹ * (1 + a ⬝ᵥ b) = 1 :=
      inv_mul_cancel₀ fun h => hc (by linarith)
    -- the overlap of Q with the aligning rotation is then maximal
    have key : ∀ s : ℝ, ((1 + crossMat (a ⨯₃ b)
        + s • (crossMat (a ⨯₃ b) * crossMat (a ⨯₃ b)))ᵀ * Q).trace
        = Q.trace + (b ⬝ᵥ Q *ᵥ a - a ⬝ᵥ Q *ᵥ b)
          + s * ((a ⬝ᵥ b) * (a ⬝ᵥ Q *ᵥ b + b ⬝ᵥ Q *ᵥ a)
            - (a ⬝ᵥ a) * (b ⬝ᵥ Q *ᵥ b) - (b ⬝ᵥ b) * (a ⬝ᵥ Q *ᵥ a)) := by
      intro s
      simp [crossMat, cross_apply, Matrix.trace_fin_three, Matrix.mul_apply, Matrix.mulVec,
        dotProduct, Fin.sum_univ_three]
      ring
    apply (overlap_le_three hQ.1 hR.1).2
    rw [alignRotation, key, hab, hQb, ht]
    simp only [dotProduct_sub, dotProduct_smul, smul_eq_mul, ha, hb, dotProduct_comm b a]
    linear_combination (2 * (a ⬝ᵥ b) * (a ⬝ᵥ b - 1)) * hs
  · rintro rfl
    exact htR
```

The theorem compares traces; reading it as a statement about angles uses tr Q = 1 + 2 cos θ from the opening. In simulation set-up, R can orient a rigid fragment when a single direction is prescribed; matching two or more directions is a different problem.

## Two half-turns for antiparallel vectors

At c = −1 uniqueness always fails, because every half-turn about an axis perpendicular to a takes a to b = −a and has trace −1. For instance, take a along x and b along −x: the half-turns about z and about y both carry a to b, and both have trace −1 = 1 + 2c.

```lean
/-- The half-turn about the z axis. -/
def halfTurnZ : Matrix (Fin 3) (Fin 3) ℝ := !![-1, 0, 0; 0, -1, 0; 0, 0, 1]

/-- The half-turn about the y axis. -/
def halfTurnY : Matrix (Fin 3) (Fin 3) ℝ := !![-1, 0, 0; 0, 1, 0; 0, 0, -1]
```

The proof checks the matrices entry by entry and tells them apart by their middle diagonal entry.

```lean
/-- The half-turns about z and y are different rotations that both reverse the x direction, and
both have trace `1 + 2 (-1)`. -/
theorem antiparallel_not_unique :
    (IsRotation halfTurnZ ∧ halfTurnZ *ᵥ ![1, 0, 0] = ![-1, 0, 0] ∧
      halfTurnZ.trace = 1 + 2 * (-1)) ∧
    (IsRotation halfTurnY ∧ halfTurnY *ᵥ ![1, 0, 0] = ![-1, 0, 0] ∧
      halfTurnY.trace = 1 + 2 * (-1)) ∧ halfTurnZ ≠ halfTurnY := by
  refine ⟨⟨⟨?_, ?_⟩, ?_, ?_⟩, ⟨⟨?_, ?_⟩, ?_, ?_⟩, ?_⟩
  · ext i j
    fin_cases i <;> fin_cases j <;> simp [halfTurnZ, Matrix.mul_apply, Fin.sum_univ_three]
  · simp [halfTurnZ, Matrix.det_fin_three]
  · ext i
    fin_cases i <;> simp [halfTurnZ, Matrix.mulVec, dotProduct, Fin.sum_univ_three]
  · rw [Matrix.trace_fin_three]
    change (-1 : ℝ) + -1 + 1 = 1 + 2 * (-1)
    norm_num
  · ext i j
    fin_cases i <;> fin_cases j <;> simp [halfTurnY, Matrix.mul_apply, Fin.sum_univ_three]
  · simp [halfTurnY, Matrix.det_fin_three]
  · ext i
    fin_cases i <;> simp [halfTurnY, Matrix.mulVec, dotProduct, Fin.sum_univ_three]
  · rw [Matrix.trace_fin_three]
    change (-1 : ℝ) + 1 + -1 = 1 + 2 * (-1)
    norm_num
  · intro h
    have h11 := congrFun (congrFun h 1) 1
    norm_num [halfTurnZ, halfTurnY] at h11

end

end MinimalAligningRotation
```

```lean
#print axioms MinimalAligningRotation.crossMat_mulVec
-- 'MinimalAligningRotation.crossMat_mulVec' depends on axioms: [propext, Classical.choice, Quot.sound]
#print axioms MinimalAligningRotation.alignRotation_minimal
-- 'MinimalAligningRotation.alignRotation_minimal' depends on axioms: [propext, Classical.choice, Quot.sound]
#print axioms MinimalAligningRotation.antiparallel_not_unique
-- 'MinimalAligningRotation.antiparallel_not_unique' depends on axioms: [propext, Classical.choice, Quot.sound]
```
